# The Image Energy of a Unit Gaussian Charge in a Unit Cubic Cell Has Slope 2π in the Squared Width, in the Limit of Zero Width

## A Gaussian charge and its images

In a supercell calculation of a charged defect, the defect interacts with its periodic images and a neutralising background. A Gaussian model charge gives an estimate of this spurious energy. How does the estimate depend on the width chosen for the Gaussian?

Take a unit charge with density proportional to $e^{-r^2/(2s)}$, so that $s$ is its squared width, in a cubic cell of side 1. In Gaussian units, with $G=2\pi n$ and $n\in\mathbb Z^3$, the lattice energy and the isolated self-energy are

$$E_{\rm lat}(s)=\frac12\sum_{G\ne0}\frac{4\pi}{G^2}e^{-sG^2},\qquad
E_{\rm iso}(s)=\frac1\pi\int_0^\infty e^{-sk^2}\,dk .$$

The background removes the term $G=0$. The image energy is $E_{\rm lat}-E_{\rm iso}$, and its slope in $s$ tends to $2\pi$ as $s\to0^+$. For a charge $q$ in a cubic cell of side $L$, scaling turns this limit into $2\pi q^2/L^3$.

Potential alignment meets a constant of the same origin: with zero cell average, the potential away from a narrow Gaussian lies about $2\pi s$ above that of a point charge, a relation the Lean file does not treat.

## The slope as a lattice sum

For $a>0$ let $S_d(a)=\sum_{n\ne0}e^{-\pi a|n|^2}$ over $n\in\mathbb Z^d$. Differentiating term by term cancels the factor $1/G^2$:

$$E_{\rm lat}'(s)=-2\pi\sum_{n\ne0}e^{-4\pi^2s|n|^2}=-2\pi S_3(4\pi s).$$

This is allowed because, for squared widths $y>s/2$, the differentiated terms are bounded by the summable $4\pi e^{-sG^2/2}$. The Gaussian integral gives $E_{\rm iso}=(4\pi s)^{-1/2}$, hence $E_{\rm iso}'=-2\pi(4\pi s)^{-3/2}$. With $a=4\pi s$, the slope of the image energy is

$$2\pi\left[a^{-3/2}-S_3(a)\right].$$

It remains to show that the bracket tends to 1.

## Poisson duality and the limit

Let $\theta(a)=\sum_{k\in\mathbb Z}e^{-\pi ak^2}$. The sum over $\mathbb Z^d$ factorises, so $1+S_d(a)=\theta(a)^d$. Poisson summation gives $\theta(a)=a^{-1/2}\theta(1/a)$. Taking the $d$-th power and rearranging,

$$a^{-d/2}-S_d(a)=1-a^{-d/2}S_d(1/a).$$

Put $t=1/a\ge1$. Nonzero integer vectors have $|n|^2\ge1$, so $t|n|^2\ge|n|^2+(t-1)$ and

$$S_d(t)\le e^{-\pi(t-1)}S_d(1).$$

Thus $t^{d/2}S_d(t)\to0$, and the limit is 1 in every dimension.

## The sums at $a=1/4$

In one dimension,

$$\theta(1/4)\approx1+2(0.4559381+0.0432139+0.0008514+0.0000035)\approx2.000014.$$

Its cube is about $8.00017$, so $S_3(1/4)\approx7.00017$. Since $a^{-3/2}=8$, the difference is $0.99983$, already close to 1.

The same number shows why the decay bound needs $t\ge1$. At $t=1/4$ and $d=1$ the left side is $S_1(1/4)\approx1.00001$, but the right side is $e^{3\pi/4}S_1(1)\approx0.912$.

## What the Lean theorems say

`tendsto_cubic` states the three-dimensional limit with the sum written out. Vectors are functions `Fin 3 → ℤ`, `{0}ᶜ` removes the origin, and `𝓝[>] 0` means approach from above. `tendsto_deriv_imageEnergy` states that the derivative of `imageEnergy` tends to `2 * π`.

The definitions `latticeEnergy` and `isolatedEnergy` take the reciprocal-space formulas as their starting point; neither is derived from Poisson's equation. The model has one rigid Gaussian, a unit cubic cell and no dielectric screening.

```lean
import Mathlib

open Real Filter Topology Set

namespace GaussianModelCharge

noncomputable section

/-- Squared length of an integer lattice vector in `d` dimensions. -/
def normSq {d : ℕ} (n : Fin d → ℤ) : ℝ := ∑ i, (n i : ℝ) ^ 2

/-- The Gaussian sum over all nonzero integer lattice vectors, for `a > 0`. -/
def gaussianSum (d : ℕ) (a : ℝ) : ℝ :=
  ∑' n : ({0}ᶜ : Set (Fin d → ℤ)), Real.exp (-π * a * normSq n.1)

/-- Energy per cell of a unit Gaussian charge of squared width `s > 0`, repeated on the cubic
lattice of side 1 in a neutralising background: half the sum of `4π/G² exp(-s G²)` over the
nonzero reciprocal vectors `G = 2πn`. -/
def latticeEnergy (s : ℝ) : ℝ :=
  1 / 2 * ∑' n : ({0}ᶜ : Set (Fin 3 → ℤ)),
    4 * π / ((2 * π) ^ 2 * normSq n.1) * Real.exp (-s * ((2 * π) ^ 2 * normSq n.1))

/-- Self-energy of the same Gaussian charge in isolation, for `s > 0`: the reciprocal-space
integral after integration over angles. -/
def isolatedEnergy (s : ℝ) : ℝ := 1 / π * ∫ k in Ioi (0 : ℝ), Real.exp (-s * k ^ 2)

/-- Lattice energy minus isolated self-energy of the Gaussian charge, for `s > 0`. -/
def imageEnergy (s : ℝ) : ℝ := latticeEnergy s - isolatedEnergy s

/-- If a nonnegative function `f` on the integers has the convergent sum `S`, then the product of
`f` over the coordinates, summed over `d`-dimensional integer vectors, converges to `S ^ d`. -/
theorem hasSum_prod_pow {f : ℤ → ℝ} {S : ℝ} (hf0 : ∀ k, 0 ≤ f k) (hf : HasSum f S) (d : ℕ) :
    HasSum (fun n : Fin d → ℤ => ∏ i, f (n i)) (S ^ d) := by
  induction d with
  | zero =>
    simp
  | succ d ih =>
    have hs := hf.summable.mul_of_nonneg ih.summable hf0
      (fun n => Finset.prod_nonneg fun i _ => hf0 _)
    -- evaluate the double sum one factor at a time
    have hv : ∑' x : ℤ × (Fin d → ℤ), f x.1 * ∏ i, f (x.2 i) = S ^ (d + 1) := by
      rw [hs.tsum_prod]
      simp only [tsum_mul_left, tsum_mul_right, ih.tsum_eq, hf.tsum_eq]
      ring
    have h : HasSum (fun x : ℤ × (Fin d → ℤ) => f x.1 * ∏ i, f (x.2 i)) (S ^ (d + 1)) := by
      rw [← hv]
      exact hs.hasSum
    -- split off the first coordinate
    obtain ⟨e, he0, hes⟩ : ∃ e : ℤ × (Fin d → ℤ) ≃ (Fin (d + 1) → ℤ),
        (∀ x, e x 0 = x.1) ∧ ∀ x (i : Fin d), e x i.succ = x.2 i :=
      ⟨Fin.consEquiv (fun _ : Fin (d + 1) => ℤ), fun _ => rfl, fun _ _ => rfl⟩
    have he : ∀ x : ℤ × (Fin d → ℤ), ∏ i, f (e x i) = f x.1 * ∏ i, f (x.2 i) := by
      intro x
      simp only [Fin.prod_univ_succ, he0, hes]
    refine e.hasSum_iff.mp ?_
    simp only [Function.comp_def, he]
    exact h

/-- For `a > 0` the Gaussian sum over the whole lattice converges to the `d`-th power of the
one-dimensional Gaussian sum. -/
theorem hasSum_gaussian (d : ℕ) {a : ℝ} (ha : 0 < a) :
    HasSum (fun n : Fin d → ℤ => Real.exp (-π * a * normSq n))
      ((∑' k : ℤ, Real.exp (-π * a * (k : ℝ) ^ 2)) ^ d) := by
  have hpa : 0 < π * a := mul_pos pi_pos ha
  -- compare with a geometric series
  have hN : Summable fun k : ℕ => Real.exp (-π * a * (k : ℝ) ^ 2) := by
    refine Summable.of_nonneg_of_le (fun k => (Real.exp_pos _).le) (fun k => ?_)
      (summable_geometric_of_lt_one (Real.exp_pos (-π * a)).le
        (Real.exp_lt_one_iff.mpr (by linarith)))
    rw [← Real.exp_nat_mul (-π * a) k]
    apply Real.exp_le_exp.mpr
    have hk0 : k ≤ k ^ 2 := Nat.le_self_pow two_ne_zero k
    have hk : (k : ℝ) ≤ (k : ℝ) ^ 2 := by exact_mod_cast hk0
    have hm := mul_le_mul_of_nonneg_left hk hpa.le
    linarith
  have hZ : Summable fun k : ℤ => Real.exp (-π * a * (k : ℝ) ^ 2) :=
    Summable.of_nat_of_neg (by simpa using hN) (by simpa using hN)
  have h := hasSum_prod_pow (fun k => (Real.exp_pos _).le) hZ.hasSum d
  convert h using 1
  funext n
  rw [normSq, Finset.mul_sum, Real.exp_sum]

/-- Poisson duality for `a > 0`: `a^(-d/2)` minus the Gaussian sum without the origin equals 1 minus
`a^(-d/2)` times the same sum at the inverse argument. -/
theorem gaussianSum_duality (d : ℕ) {a : ℝ} (ha : 0 < a) :
    a ^ (-(d : ℝ) / 2) - gaussianSum d a = 1 - a ^ (-(d : ℝ) / 2) * gaussianSum d a⁻¹ := by
  -- restore the term at the origin
  have full : ∀ b : ℝ, 0 < b →
      1 + gaussianSum d b = (∑' k : ℤ, Real.exp (-π * b * (k : ℝ) ^ 2)) ^ d := by
    intro b hb
    have h := hasSum_gaussian d hb
    have h0 : normSq (0 : Fin d → ℤ) = 0 := by simp [normSq]
    have hz : ∑' x : ({0} : Set (Fin d → ℤ)), Real.exp (-π * b * normSq x.1) = 1 :=
      (tsum_singleton (0 : Fin d → ℤ) (fun n => Real.exp (-π * b * normSq n))).trans
        (by simp only [h0, mul_zero, Real.exp_zero])
    rw [← h.tsum_eq, ← h.summable.tsum_subtype_add_tsum_subtype_compl {0}, hz, gaussianSum]
  have h1 := full a ha
  have h2 := full a⁻¹ (inv_pos.mpr ha)
  have hP : (1 / a ^ (1 / 2 : ℝ)) ^ d = a ^ (-(d : ℝ) / 2) := by
    rw [one_div, ← Real.rpow_neg ha.le, ← Real.rpow_natCast, ← Real.rpow_mul ha.le]
    congr 1
    ring
  rw [Real.tsum_exp_neg_mul_int_sq ha, mul_pow, hP] at h1
  simp only [← div_eq_mul_inv] at h2
  rw [← h2] at h1
  linear_combination -h1

/-- A nonzero integer lattice vector has squared length at least 1. -/
theorem one_le_normSq {d : ℕ} {n : Fin d → ℤ} (hn : n ≠ 0) : 1 ≤ normSq n := by
  obtain ⟨i, hi⟩ := Function.ne_iff.mp hn
  have hi' : n i ≠ 0 := hi
  have hpos : 0 < (n i) ^ 2 := by positivity
  have h1 : (1 : ℤ) ≤ (n i) ^ 2 := by linarith
  have h2 : (1 : ℝ) ≤ (n i : ℝ) ^ 2 := by exact_mod_cast h1
  exact h2.trans (Finset.single_le_sum (f := fun i => (n i : ℝ) ^ 2)
    (fun i _ => sq_nonneg _) (Finset.mem_univ i))

/-- For `t ≥ 1` the Gaussian sum without the origin decays at least as fast as `exp(-πt)`. -/
theorem gaussianSum_le (d : ℕ) {t : ℝ} (ht : 1 ≤ t) :
    gaussianSum d t ≤ Real.exp (-π * (t - 1)) * gaussianSum d 1 := by
  unfold gaussianSum
  rw [← tsum_mul_left]
  refine Summable.tsum_le_tsum (fun n => ?_)
    ((hasSum_gaussian d (by linarith : 0 < t)).summable.subtype _)
    (((hasSum_gaussian d one_pos).summable.subtype _).mul_left _)
  rw [← Real.exp_add]
  apply Real.exp_le_exp.mpr
  have hN : 1 ≤ normSq n.1 := one_le_normSq n.2
  nlinarith [mul_nonneg (mul_nonneg pi_pos.le (sub_nonneg.2 ht)) (sub_nonneg.2 hN)]

/-- In any dimension `d`, `a^(-d/2)` minus the Gaussian sum over nonzero lattice vectors tends
to 1 as `a` tends to 0 from above. -/
theorem tendsto_sub_gaussianSum (d : ℕ) :
    Tendsto (fun a : ℝ => a ^ (-(d : ℝ) / 2) - gaussianSum d a) (𝓝[>] 0) (𝓝 1) := by
  -- the dual sum tends to zero even when multiplied by `t^(d/2)`
  have key : Tendsto (fun t : ℝ => t ^ ((d : ℝ) / 2) * gaussianSum d t) atTop (𝓝 0) := by
    have h := (tendsto_rpow_mul_exp_neg_mul_atTop_nhds_zero ((d : ℝ) / 2) π pi_pos).mul_const
      (Real.exp π * gaussianSum d 1)
    rw [zero_mul] at h
    refine squeeze_zero' ?_ ?_ h
    · filter_upwards [eventually_ge_atTop (1 : ℝ)] with t ht
      exact mul_nonneg (Real.rpow_nonneg (by linarith) _)
        (tsum_nonneg fun _ => (Real.exp_pos _).le)
    · filter_upwards [eventually_ge_atTop (1 : ℝ)] with t ht
      have he : Real.exp (-π * (t - 1)) = Real.exp (-π * t) * Real.exp π := by
        rw [← Real.exp_add]
        congr 1
        ring
      have hb := mul_le_mul_of_nonneg_left (gaussianSum_le d ht)
        (Real.rpow_nonneg (by linarith : 0 ≤ t) ((d : ℝ) / 2))
      rw [he] at hb
      linarith
  have h2 := (key.comp tendsto_inv_nhdsGT_zero).const_sub 1
  rw [sub_zero] at h2
  refine h2.congr' ?_
  filter_upwards [self_mem_nhdsWithin] with a ha
  have ha' : 0 < a := ha
  rw [gaussianSum_duality d ha']
  simp only [Function.comp]
  rw [Real.inv_rpow ha'.le, ← Real.rpow_neg ha'.le, neg_div]

/-- For `s > 0` the lattice energy has derivative `-2π` times the Gaussian sum at `4πs`. -/
theorem hasDerivAt_latticeEnergy {s : ℝ} (hs : 0 < s) :
    HasDerivAt latticeEnergy (-(2 * π) * gaussianSum 3 (4 * π * s)) s := by
  have hE : ∀ y N : ℝ, Real.exp (-y * ((2 * π) ^ 2 * N)) = Real.exp (-π * (4 * π * y) * N) := by
    intro y N
    congr 1
    ring
  have hS : ∀ y : ℝ, 0 < y → Summable fun n : ({0}ᶜ : Set (Fin 3 → ℤ)) =>
      Real.exp (-y * ((2 * π) ^ 2 * normSq n.1)) := by
    intro y hy
    simp only [hE]
    exact (hasSum_gaussian 3 (by positivity : 0 < 4 * π * y)).summable.subtype _
  have hM : ∀ n : ({0}ᶜ : Set (Fin 3 → ℤ)), 4 * π ≤ (2 * π) ^ 2 * normSq n.1 := by
    intro n
    have hN : 1 ≤ normSq n.1 := one_le_normSq n.2
    have h1 : 1 ≤ π * normSq n.1 := by nlinarith [pi_gt_three]
    nlinarith [mul_le_mul_of_nonneg_left h1 pi_pos.le]
  have hM0 : ∀ n : ({0}ᶜ : Set (Fin 3 → ℤ)), 0 < (2 * π) ^ 2 * normSq n.1 :=
    fun n => lt_of_lt_of_le (by positivity) (hM n)
  -- differentiation cancels the factor `1 / M` in each term
  have hterm : ∀ M : ℝ, M ≠ 0 → ∀ y : ℝ, HasDerivAt
      (fun y : ℝ => 4 * π / M * Real.exp (-y * M)) (-(4 * π) * Real.exp (-y * M)) y := by
    intro M hM y
    have h0 : HasDerivAt (fun y : ℝ => -y * M) (-M) y :=
      ((hasDerivAt_neg y).mul_const M).congr_deriv (by ring)
    have hc : 4 * π / M * M = 4 * π := div_mul_cancel₀ _ hM
    refine (h0.exp.const_mul (4 * π / M)).congr_deriv ?_
    linear_combination (-Real.exp (-y * M)) * hc
  have h := hasDerivAt_tsum_of_isPreconnected
    (g := fun (n : ({0}ᶜ : Set (Fin 3 → ℤ))) (y : ℝ) =>
      4 * π / ((2 * π) ^ 2 * normSq n.1) * Real.exp (-y * ((2 * π) ^ 2 * normSq n.1)))
    (g' := fun n y => -(4 * π) * Real.exp (-y * ((2 * π) ^ 2 * normSq n.1)))
    (t := Ioi (s / 2)) (y₀ := s) (y := s)
    ((hS (s / 2) (by positivity)).mul_left (4 * π)) isOpen_Ioi isPreconnected_Ioi
    (fun n y _ => hterm _ (hM0 n).ne' y)
    (fun n y hy => by
      have hy' : s / 2 < y := hy
      rw [norm_mul, norm_neg, Real.norm_of_nonneg (by positivity : 0 ≤ 4 * π),
        Real.norm_of_nonneg (Real.exp_pos _).le]
      exact mul_le_mul_of_nonneg_left (Real.exp_le_exp.mpr
        (mul_le_mul_of_nonneg_right (by linarith) (hM0 n).le)) (by positivity))
    (half_lt_self hs)
    (Summable.of_nonneg_of_le
      (fun n => mul_nonneg (div_nonneg (by positivity) (hM0 n).le) (Real.exp_pos _).le)
      (fun n => mul_le_of_le_one_left (Real.exp_pos _).le ((div_le_one (hM0 n)).mpr (hM n)))
      (hS s hs))
    (half_lt_self hs)
  refine (h.const_mul (1 / 2)).congr_deriv ?_
  rw [tsum_mul_left]
  simp only [hE, gaussianSum]
  ring

/-- The isolated self-energy of a Gaussian of squared width `s > 0` is `1/√(4πs)`. -/
theorem isolatedEnergy_eq {s : ℝ} (hs : 0 < s) :
    isolatedEnergy s = (4 * π * s) ^ (-(1 / 2) : ℝ) := by
  have hq : π / s = (2 * π) ^ 2 / (4 * π * s) := by
    rw [div_eq_div_iff hs.ne' (by positivity)]
    ring
  have hr : √(4 * π * s) ≠ 0 := (Real.sqrt_pos.mpr (by positivity)).ne'
  rw [isolatedEnergy, integral_gaussian_Ioi, hq, Real.sqrt_div (sq_nonneg _),
    Real.sqrt_sq (by positivity), Real.rpow_neg (by positivity), ← Real.sqrt_eq_rpow]
  have := pi_pos.ne'
  field_simp

/-- As the squared width tends to 0 from above, the derivative of the image energy with respect
to it tends to `2π`, for unit charge and unit cell. -/
theorem tendsto_deriv_imageEnergy : Tendsto (deriv imageEnergy) (𝓝[>] 0) (𝓝 (2 * π)) := by
  have hscale : Tendsto (fun s : ℝ => 4 * π * s) (𝓝[>] 0) (𝓝[>] 0) := by
    refine tendsto_nhdsWithin_iff.mpr ⟨?_, ?_⟩
    · exact (Continuous.tendsto' (by fun_prop) 0 0 (by simp)).mono_left nhdsWithin_le_nhds
    · filter_upwards [self_mem_nhdsWithin] with s hs
      have hs' : 0 < s := hs
      have h4 : 0 < 4 * π * s := by positivity
      exact Set.mem_Ioi.mpr h4
  have h := ((tendsto_sub_gaussianSum 3).comp hscale).const_mul (2 * π)
  rw [mul_one] at h
  refine h.congr' ?_
  filter_upwards [self_mem_nhdsWithin] with s hs
  have hs' : 0 < s := hs
  -- differentiate the closed form of the isolated self-energy
  have hlin : HasDerivAt (fun y : ℝ => 4 * π * y) (4 * π) s :=
    ((hasDerivAt_id s).const_mul (4 * π)).congr_deriv (mul_one _)
  have hiso := (hlin.rpow_const (p := -(1 / 2))
    (Or.inl (by positivity))).congr_of_eventuallyEq
    (f₁ := isolatedEnergy) (by
      filter_upwards [Ioi_mem_nhds hs'] with y hy
      exact isolatedEnergy_eq hy)
  have hd : deriv imageEnergy s = _ := ((hasDerivAt_latticeEnergy hs').sub hiso).deriv
  have hp : (-(1 / 2) - 1 : ℝ) = -((3 : ℕ) : ℝ) / 2 := by norm_num
  rw [hd, hp]
  simp only [Function.comp]
  ring

/-- On the cubic lattice, `a^(-3/2)` minus the sum of `exp(-πa|n|²)` over nonzero integer
vectors tends to 1 as `a` tends to 0 from above. -/
theorem tendsto_cubic : Tendsto (fun a : ℝ => a ^ (-3 / 2 : ℝ) -
    ∑' n : ({0}ᶜ : Set (Fin 3 → ℤ)), Real.exp (-π * a * ∑ i, (n.1 i : ℝ) ^ 2))
    (𝓝[>] 0) (𝓝 1) := by
  have h := tendsto_sub_gaussianSum 3
  have hp : -((3 : ℕ) : ℝ) / 2 = -3 / 2 := by norm_num
  rw [hp] at h
  simp only [gaussianSum, normSq] at h
  exact h

end

end GaussianModelCharge
```

```lean
#print axioms GaussianModelCharge.tendsto_deriv_imageEnergy
#print axioms GaussianModelCharge.tendsto_cubic
```

```
'GaussianModelCharge.tendsto_deriv_imageEnergy' depends on axioms: [propext, Classical.choice, Quot.sound]
'GaussianModelCharge.tendsto_cubic' depends on axioms: [propext, Classical.choice, Quot.sound]
```

## Convergence, duality and differentiation in the file

`hasSum_prod_pow` proves the factorisation by induction on `d`, splitting off the first coordinate. `hasSum_gaussian` applies it after comparing the one-dimensional sum with a geometric series.

`gaussianSum_duality` restores the term at the origin, uses Mathlib's Poisson identity `Real.tsum_exp_neg_mul_int_sq`, and rearranges with `linear_combination`. `one_le_normSq` supplies the shortest length, and `gaussianSum_le` compares the sums term by term. In `tendsto_sub_gaussianSum`, `squeeze_zero'` traps the dual term between zero and a power times a decaying exponential; composition with $a\mapsto1/a$ finishes the limit.

For the energies, `hasDerivAt_latticeEnergy` justifies termwise differentiation on `Ioi (s / 2)` with the bound given above, and `isolatedEnergy_eq` evaluates the integral. `tendsto_deriv_imageEnergy` subtracts the two derivatives and substitutes $a=4\pi s$. `tendsto_cubic` sets `d` to 3 in the general limit.
